# Mean position sinh²(αt) on a Krylov chain with amplitudes tanhⁿ(αt)/cosh(αt)

On a half-infinite chain with sites n = 0, 1, 2, …, let the amplitude at time t be tanhⁿ(αt)/cosh(αt), for any real α and t. This form is taken as given and not derived from a Hamiltonian; its squares sum to 1, so they are probabilities. `hasSum_position` says that the series ∑ n·`amp α n t ^ 2`, the mean site number, converges to sinh²(αt). The attempt takes Mathlib's sum ∑ n rⁿ = r/(1 − r)² with r = tanh²(αt), multiplies it by 1 − r, and uses `convert` to match the result to the claim.

In Lean, a first try:

```lean
import Mathlib

open Filter Topology

namespace KrylovLinearGrowth

noncomputable section

/-- The amplitude `tanh(αt)^n / cosh(αt)` on site `n` of the Krylov chain. -/
def amp (α : ℝ) (n : ℕ) (t : ℝ) : ℝ := Real.tanh (α * t) ^ n / Real.cosh (α * t)

lemma one_sub_tanh_sq (x : ℝ) : 1 - Real.tanh x ^ 2 = 1 / Real.cosh x ^ 2 := by
  have hc := (Real.cosh_pos x).ne'
  rw [Real.tanh_eq_sinh_div_cosh]
  field_simp
  linarith [Real.cosh_sq x]

lemma norm_tanh_sq_lt_one (x : ℝ) : ‖Real.tanh x ^ 2‖ < 1 := by
  have hc := Real.cosh_pos x
  have h : 0 < 1 / Real.cosh x ^ 2 := by positivity
  rw [Real.norm_of_nonneg (sq_nonneg _)]
  linarith [one_sub_tanh_sq x]

/-- The squared amplitudes form a geometric distribution with ratio `tanh²(αt)`. -/
theorem amp_sq (α : ℝ) (n : ℕ) (t : ℝ) :
    amp α n t ^ 2 = (1 - Real.tanh (α * t) ^ 2) * (Real.tanh (α * t) ^ 2) ^ n := by
  rw [one_sub_tanh_sq, amp, div_pow, ← pow_mul, ← pow_mul, mul_comm n 2]
  ring

/-- A convergent series may be rewritten term by term, together with its value. -/
lemma hasSum_rewrite {f g : ℕ → ℝ} {a b : ℝ} (h : HasSum f a)
    (hf : ∀ n, g n = f n) (hb : b = a) : HasSum g b := by
  rw [show g = f from funext hf, hb]
  exact h

/-- The series for the mean site number converges to `sinh²(αt)`. -/
theorem hasSum_position (α t : ℝ) :
    HasSum (fun n : ℕ => (n : ℝ) * amp α n t ^ 2) (Real.sinh (α * t) ^ 2) := by
  have hc := (Real.cosh_pos (α * t)).ne'
  convert (hasSum_coe_mul_geometric_of_norm_lt_one (norm_tanh_sq_lt_one (α * t))).mul_left
    (1 - Real.tanh (α * t) ^ 2) using 1
  · funext n
    simp only [amp_sq]
    ring
  · rw [one_sub_tanh_sq, Real.tanh_eq_sinh_div_cosh]
    field_simp

end

end KrylovLinearGrowth
```

The error:

```
Main.lean:42:4: error: Tactic `apply` failed: could not unify the conclusion of `@funext`
  ?f = ?g
with the goal
  Real.instAddCommMonoid =
    CommRing.toNonUnitalCommRing.toNonUnitalNonAssocCommRing.toNonUnitalNonAssocSemiring.toAddCommMonoid

Note: The full type of `@funext` is
  ∀ {α : Sort ?u.60} {β : α → Sort ?u.59} {f g : (x : α) → β x}, (∀ (x : α), f x = g x) → f = g

case e'_3
α t : ℝ
hc : Real.cosh (α * t) ≠ 0
⊢ Real.instAddCommMonoid =
    CommRing.toNonUnitalCommRing.toNonUnitalNonAssocCommRing.toNonUnitalNonAssocSemiring.toAddCommMonoid
Main.lean:45:2: error: unsolved goals
case e'_5
α t : ℝ
hc : Real.cosh (α * t) ≠ 0
⊢ (fun n => ↑n * amp α n t ^ 2) = fun i =>
    ↑i * (Real.sinh (α * t) ^ 2 / Real.cosh (α * t) ^ 2) ^ i / Real.cosh (α * t) ^ 2
Main.lean:38:77: error: unsolved goals
case e'_6
α t : ℝ
hc : Real.cosh (α * t) ≠ 0
⊢ Real.sinh (α * t) ^ 2 = (1 - Real.tanh (α * t) ^ 2) * (Real.tanh (α * t) ^ 2 / (1 - Real.tanh (α * t) ^ 2) ^ 2)
```

Diagnosis. The proof has two bullets, one for the terms and one for the value, but `convert … using 1` leaves three goals. The extra one comes first and asks that two forms of the additive structure on ℝ be equal: `Real.instAddCommMonoid` and the one reached through `CommRing`. So each bullet meets the wrong goal. `funext` fails on the equation between structures, the second bullet's `rw` and `field_simp` work on the terms and leave them unproved, and the equation for the value has no bullet at all.

The repair applies `hasSum_rewrite`, already in the file, through `refine`. Lean now checks that the two structures agree by definition while fitting the series to the lemma, so no goal arises from them. Only the two `?_` goals remain, terms first and value second, as the bullets expect. `funext n` goes because `fun n => ?_` already introduces `n`. The second bullet is unchanged and now closes the goal it was written for.

The mended proof, as a diff:

```diff
@@ -38,8 +38,7 @@
     HasSum (fun n : ℕ => (n : ℝ) * amp α n t ^ 2) (Real.sinh (α * t) ^ 2) := by
   have hc := (Real.cosh_pos (α * t)).ne'
-  convert (hasSum_coe_mul_geometric_of_norm_lt_one (norm_tanh_sq_lt_one (α * t))).mul_left
-    (1 - Real.tanh (α * t) ^ 2) using 1
-  · funext n
-    simp only [amp_sq]
+  refine hasSum_rewrite ((hasSum_coe_mul_geometric_of_norm_lt_one
+    (norm_tanh_sq_lt_one (α * t))).mul_left (1 - Real.tanh (α * t) ^ 2)) (fun n => ?_) ?_
+  · simp only [amp_sq]
     ring
   · rw [one_sub_tanh_sq, Real.tanh_eq_sinh_div_cosh]
```
